# Bond shifts never raise the partition sum of a finite clock model with non-negative couplings

Q: I have clock spins on finitely many sites, ferromagnetic couplings, and a magnetic field that shifts the preferred angle on each bond. I want to know whether the field can raise the partition sum. My energy counts each bond once, but your exponent runs over ordered pairs of sites. Is that still my model?

A: Yes. Enter each bond in one direction and set the reversed coupling, and J_xx, to zero. The spin s_x lies in `ZMod q` with q ≥ 1, and its angle is φ_x = 2π s_x/q.

```lean
import Mathlib

namespace FrustratedClockModel

noncomputable section

variable {V : Type*} [Fintype V] [DecidableEq V] {q : ℕ} [NeZero q]

/-- The angle `2π a / q` of a clock spin `a`, for `q ≥ 1`. -/
def angle {q : ℕ} (a : ZMod q) : ℝ := 2 * Real.pi * a.val / q
```

The exponent is

H_θ(s) = ∑_xy J_xy cos(φ_x − φ_y − θ_xy).

Here θ is the bond shift, often written A_xy, and not a spin angle. The field enters only through θ; there is no Zeeman term acting on single spins. The coupling J is dimensionless, with 1/(k_B T) absorbed.

```lean
/-- The exponent of the Boltzmann weight: the sum over ordered pairs of sites of
`J x y * cos (φ x - φ y - θ x y)`. -/
def bondSum {V : Type*} [Fintype V] {q : ℕ} (J θ : V → V → ℝ) (s : V → ZMod q) : ℝ :=
  ∑ x, ∑ y, J x y * Real.cos (angle (s x) - angle (s y) - θ x y)

/-- The partition sum of the `q`-state clock model with couplings `J` and bond shifts `θ`. -/
def partitionSum (q : ℕ) [NeZero q] (J θ : V → V → ℝ) : ℝ :=
  ∑ s : V → ZMod q, Real.exp (bondSum J θ s)
```

Q: So what exactly is claimed?

A: With Z(θ) = ∑_s exp H_θ(s), the theorem `partitionSum_le` says that Z(θ) ≤ Z(0) for every real θ, provided that all J_xy ≥ 0. No relation between θ_xy and θ_yx is assumed. The free energy −k_B T ln Z is therefore never lowered by the shifts.

In a finite, classical model of a Josephson-junction array with phases restricted to q values, θ_xy is proportional to the line integral of the vector potential across the junction, and a junction with J_xy > 0 favours equal phases at zero field. Replacing the continuous quantum phases of a real array by clock angles is a step that the hypotheses don't cover.

Q: A shifted cosine can have either sign. How do you compare the sums?

A: By Fourier analysis on the group of configurations. The relative phase χ_xy(s) = exp(i(φ_x − φ_y)) is a character: it turns addition of configurations into multiplication.

```lean
/-- The relative phase of the spins at `x` and `y`, as a character of the group of
spin configurations. -/
def bondChar (x y : V) : AddChar (V → ZMod q) ℂ where
  toFun s := ZMod.stdAddChar (s x - s y)
  map_zero_eq_one' := by simp
  map_add_eq_mul' s t := by
    rw [← AddChar.map_add_eq_mul]
    congr 1
    simp only [Pi.add_apply]
    ring
```

For any character ψ, define the moments

M_n(ψ; θ) = ∑_s ψ(s) H_θ(s)ⁿ.

```lean
/-- The sum over configurations of the `n`-th power of the exponent, weighted by a
character `ψ`. -/
def momentSum (J θ : V → V → ℝ) (ψ : AddChar (V → ZMod q) ℂ) (n : ℕ) : ℂ :=
  ∑ s, ψ s * (bondSum J θ s : ℂ) ^ n
```

Euler's formula gives

cos(φ_x − φ_y − θ_xy) = ½ [e^(−iθ_xy) χ_xy + e^(iθ_xy) χ_yx].

`phase_sub` identifies Mathlib's standard character with the phase factor, and `cos_bond` is this identity.

```lean
/-- The standard character of a spin difference is the phase factor of the angle difference. -/
theorem phase_sub (a b : ZMod q) :
    ZMod.stdAddChar (a - b) = Complex.exp (((angle a - angle b : ℝ) : ℂ) * Complex.I) := by
  have h : ∀ c : ZMod q, ZMod.stdAddChar c = Complex.exp ((angle c : ℂ) * Complex.I) := by
    intro c
    rw [ZMod.stdAddChar_apply, ZMod.toCircle_apply]
    congr 1
    unfold angle
    push_cast
    ring
  rw [AddChar.map_sub_eq_div, h, h, ← Complex.exp_sub]
  congr 1
  push_cast
  ring

/-- A shifted bond cosine is half the sum of two opposite relative phases, and the shift
enters only through unit phase factors. -/
theorem cos_bond (a b : ZMod q) (t : ℝ) :
    ((Real.cos (angle a - angle b - t) : ℝ) : ℂ) =
      (Complex.exp (((-t : ℝ) : ℂ) * Complex.I) * ZMod.stdAddChar (a - b) +
        Complex.exp ((t : ℂ) * Complex.I) * ZMod.stdAddChar (b - a)) / 2 := by
  rw [phase_sub, phase_sub, ← Complex.exp_add, ← Complex.exp_add, Complex.ofReal_cos,
    Complex.cos]
  congr 1
  congr 1 <;> (congr 1; push_cast; ring)
```

Insert it into one factor of H_θ and exchange the finite sums:

M_(n+1)(ψ; θ) = ∑_xy (J_xy/2) [e^(−iθ_xy) M_n(ψχ_xy; θ) + e^(iθ_xy) M_n(ψχ_yx; θ)].

```lean
/-- One more power of the exponent multiplies the character by the relative phase of a bond,
in both directions, and sums over the bonds. -/
theorem momentSum_succ (J θ : V → V → ℝ) (ψ : AddChar (V → ZMod q) ℂ) (n : ℕ) :
    momentSum J θ ψ (n + 1) = ∑ x, ∑ y, ((J x y / 2 : ℝ) : ℂ) *
      (Complex.exp (((-θ x y : ℝ) : ℂ) * Complex.I) * momentSum J θ (ψ * bondChar x y) n +
        Complex.exp ((θ x y : ℂ) * Complex.I) * momentSum J θ (ψ * bondChar y x) n) := by
  have key : ∀ (s : V → ZMod q) (c : ℂ), c * (bondSum J θ s : ℂ) = ∑ x, ∑ y,
      c * ((J x y : ℂ) * ((Real.cos (angle (s x) - angle (s y) - θ x y) : ℝ) : ℂ)) := by
    intro s c
    simp only [bondSum, Complex.ofReal_sum, Complex.ofReal_mul, Finset.mul_sum]
  have hb : ∀ (s : V → ZMod q) (x y : V),
      bondChar x y s = ZMod.stdAddChar (s x - s y) := fun _ _ _ => rfl
  let T : (V → ZMod q) → V → V → ℂ := fun s x y => ((J x y / 2 : ℝ) : ℂ) *
    (Complex.exp (((-θ x y : ℝ) : ℂ) * Complex.I) *
        (ψ s * bondChar x y s * (bondSum J θ s : ℂ) ^ n) +
      Complex.exp ((θ x y : ℂ) * Complex.I) *
        (ψ s * bondChar y x s * (bondSum J θ s : ℂ) ^ n))
  have hT : ∀ s, ψ s * (bondSum J θ s : ℂ) ^ (n + 1) = ∑ x, ∑ y, T s x y := by
    intro s
    rw [pow_succ, ← mul_assoc, key]
    refine Finset.sum_congr rfl fun x _ => Finset.sum_congr rfl fun y _ => ?_
    simp only [T]
    rw [cos_bond, hb, hb]
    push_cast
    ring
  -- bring the sum over configurations inside the sum over bonds
  calc momentSum J θ ψ (n + 1) = ∑ s, ∑ x, ∑ y, T s x y :=
        Finset.sum_congr rfl fun s _ => hT s
    _ = ∑ x, ∑ s, ∑ y, T s x y := Finset.sum_comm
    _ = ∑ x, ∑ y, ∑ s, T s x y := Finset.sum_congr rfl fun x _ => Finset.sum_comm
    _ = _ := by
        refine Finset.sum_congr rfl fun x _ => Finset.sum_congr rfl fun y _ => ?_
        simp only [T, momentSum, AddChar.mul_apply]
        rw [← Finset.mul_sum, Finset.sum_add_distrib, ← Finset.mul_sum, ← Finset.mul_sum]
```

Q: And the shifts then drop out?

A: They do once you take moduli. The claim is |M_n(ψ; θ)| ≤ Re M_n(ψ; 0), by induction on n.

For n = 0 both sides involve only ∑_s ψ(s). If ψ = 1, this is the number of configurations. Otherwise choose t with ψ(t) ≠ 1; replacing s by s + t multiplies the sum by ψ(t), so it vanishes.

For the next power, apply the triangle inequality to the recursion. The phases have modulus one, J_xy/2 is non-negative, and the induction hypothesis bounds each term by its unshifted counterpart. Since the recursion changes the character, Lean's induction keeps ψ general.

```lean
/-- For `J ≥ 0`, every character-weighted moment of the shifted exponent is bounded in
modulus by the real part of the same moment without shifts. -/
theorem norm_momentSum_le (J θ : V → V → ℝ) (hJ : ∀ x y, 0 ≤ J x y) (n : ℕ)
    (ψ : AddChar (V → ZMod q) ℂ) :
    ‖momentSum J θ ψ n‖ ≤ (momentSum J 0 ψ n).re := by
  induction n generalizing ψ with
  | zero =>
    -- a character sums to zero unless it is trivial
    simp only [momentSum, pow_zero, mul_one]
    by_cases h : ψ = 1
    · subst h
      simp only [AddChar.one_apply, Finset.sum_const, nsmul_eq_mul, mul_one]
      rw [Complex.norm_natCast, Complex.natCast_re]
    · rw [AddChar.sum_eq_zero_of_ne_one h]
      simp
  | succ n ih =>
    rw [momentSum_succ, momentSum_succ]
    simp only [Pi.zero_apply, neg_zero, Complex.ofReal_zero, zero_mul, Complex.exp_zero,
      one_mul, Complex.re_sum]
    refine (norm_sum_le _ _).trans (Finset.sum_le_sum fun x _ =>
      (norm_sum_le _ _).trans (Finset.sum_le_sum fun y _ => ?_))
    have h2 : 0 ≤ J x y / 2 := div_nonneg (hJ x y) zero_le_two
    rw [Complex.re_ofReal_mul, norm_mul, Complex.norm_real, Real.norm_of_nonneg h2,
      Complex.add_re]
    -- the shifts are unit phases and drop out of the norms
    refine mul_le_mul_of_nonneg_left ((norm_add_le _ _).trans (add_le_add ?_ ?_)) h2
    · rw [norm_mul, Complex.norm_exp_ofReal_mul_I, one_mul]
      exact ih _
    · rw [norm_mul, Complex.norm_exp_ofReal_mul_I, one_mul]
      exact ih _
```

Now sum the exponential series:

∑_s ψ(s) exp H_θ(s) = ∑_n M_n(ψ; θ)/n!.

The weights 1/n! are positive, so the bound passes to the sum.

```lean
/-- For `J ≥ 0`, every Fourier coefficient of the shifted Boltzmann weight is bounded in
modulus by the real part of the coefficient without shifts. -/
theorem norm_fourier_le (J θ : V → V → ℝ) (hJ : ∀ x y, 0 ≤ J x y)
    (ψ : AddChar (V → ZMod q) ℂ) :
    ‖∑ s, ψ s * ((Real.exp (bondSum J θ s) : ℝ) : ℂ)‖ ≤
      (∑ s, ψ s * ((Real.exp (bondSum J 0 s) : ℝ) : ℂ)).re := by
  have hexp : ∀ t : ℝ, HasSum (fun n : ℕ => (t : ℂ) ^ n / (n.factorial : ℂ))
      ((Real.exp t : ℝ) : ℂ) := by
    intro t
    rw [Complex.ofReal_exp, Complex.exp_eq_exp_ℂ]
    exact NormedSpace.expSeries_div_hasSum_exp (t : ℂ)
  -- expand the Boltzmann weight in moments of the exponent
  have hs : ∀ η : V → V → ℝ, HasSum
      (fun n : ℕ => ((1 / (n.factorial : ℝ) : ℝ) : ℂ) * momentSum J η ψ n)
      (∑ s, ψ s * ((Real.exp (bondSum J η s) : ℝ) : ℂ)) := by
    intro η
    have h := hasSum_sum (s := Finset.univ) fun (s : V → ZMod q) _ =>
      (hexp (bondSum J η s)).mul_left (ψ s)
    have e : (fun n : ℕ => ((1 / (n.factorial : ℝ) : ℝ) : ℂ) * momentSum J η ψ n) =
        fun n : ℕ => ∑ s, ψ s * ((bondSum J η s : ℂ) ^ n / (n.factorial : ℂ)) := by
      funext n
      rw [momentSum, Finset.mul_sum]
      refine Finset.sum_congr rfl fun s _ => ?_
      push_cast
      ring
    rw [e]
    exact h
  refine (hs θ).norm_le_of_bounded (Complex.reCLM.hasSum (hs 0)) fun n => ?_
  have hn : (0 : ℝ) ≤ 1 / (n.factorial : ℝ) := by positivity
  change _ ≤ (((1 / (n.factorial : ℝ) : ℝ) : ℂ) * momentSum J 0 ψ n).re
  rw [Complex.re_ofReal_mul, norm_mul, Complex.norm_real, Real.norm_of_nonneg hn]
  exact mul_le_mul_of_nonneg_left (norm_momentSum_le J θ hJ n ψ) hn
```

For ψ = 1 the left side is Z(θ), which gives the theorem.

```lean
/-- For couplings `J ≥ 0`, arbitrary real bond shifts never raise the partition sum above its value
without shifts. -/
theorem partitionSum_le (J θ : V → V → ℝ) (hJ : ∀ x y, 0 ≤ J x y) :
    partitionSum q J θ ≤ partitionSum q J 0 := by
  have h := norm_fourier_le (q := q) J θ hJ 1
  simp only [AddChar.one_apply, one_mul, ← Complex.ofReal_sum, Complex.norm_real,
    Complex.ofReal_re] at h
  exact (Real.le_norm_self _).trans h
```

Q: Does this say anything about correlations?

A: Taking ψ = χ_ab bounds the unnormalised two-point sum. Dividing by Z(θ) gives, for thermal averages,

|⟨exp(i(φ_a − φ_b))⟩_θ| ≤ (Z(0)/Z(θ)) ⟨cos(φ_a − φ_b)⟩_0.

The prefactor is at least one, so this doesn't show that shifts reduce normalised correlations.

```lean
/-- For `J ≥ 0`, the unnormalised two-point correlation with bond shifts is bounded in
modulus by the unnormalised correlation without shifts. -/
theorem norm_correlation_le (J θ : V → V → ℝ) (hJ : ∀ x y, 0 ≤ J x y) (a b : V) :
    ‖∑ s : V → ZMod q, Complex.exp (((angle (s a) - angle (s b) : ℝ) : ℂ) * Complex.I) *
        ((Real.exp (bondSum J θ s) : ℝ) : ℂ)‖ ≤
      ∑ s : V → ZMod q, Real.cos (angle (s a) - angle (s b)) * Real.exp (bondSum J 0 s) := by
  have h := norm_fourier_le (q := q) J θ hJ (bondChar a b)
  have e : ∀ s : V → ZMod q, bondChar a b s =
      Complex.exp (((angle (s a) - angle (s b) : ℝ) : ℂ) * Complex.I) :=
    fun s => phase_sub (s a) (s b)
  simp only [e, Complex.re_sum, Complex.re_mul_ofReal, Complex.exp_ofReal_mul_I_re] at h
  exact h
```

Q: Must nonzero shifts lower Z strictly?

A: No. Some can be removed by rotating the spins. For a clock configuration g, adding φ(g_x) − φ(g_y) to θ_xy leaves Z unchanged, whatever the signs of J. Starting from θ = 0, this gives equality with a nonzero shift on every bond whose two ends have different values of g.

`angle_add` handles the wrap-around: the angle of s_x + g_x differs from the sum of the two angles by an integer multiple of 2π, which the cosine ignores. The proof of invariance then substitutes s + g for s in the sum.

```lean
/-- The angle of a sum of two clock spins equals the sum of their angles plus an integer multiple of
`2π`. -/
theorem angle_add (a c : ZMod q) :
    ∃ k : ℤ, angle (a + c) = angle a + angle c + k * (2 * Real.pi) := by
  obtain ⟨m, hm⟩ : ∃ m : ℕ, ((a + c).val : ℝ) + q * m = a.val + c.val :=
    ⟨(a.val + c.val) / q, by
      rw [ZMod.val_add]
      exact_mod_cast Nat.mod_add_div (a.val + c.val) q⟩
  have e : (q : ℝ) * (q : ℝ)⁻¹ = 1 := mul_inv_cancel₀ (Nat.cast_ne_zero.mpr (NeZero.ne q))
  refine ⟨-(m : ℤ), ?_⟩
  unfold angle
  push_cast
  linear_combination (2 * Real.pi / q) * hm - 2 * Real.pi * m * e

/-- Gauge invariance: adding to the bond shifts the angle differences of a clock
configuration `g` leaves the partition sum unchanged. -/
theorem partitionSum_gauge (J θ : V → V → ℝ) (g : V → ZMod q) :
    partitionSum q J (fun x y => θ x y + angle (g x) - angle (g y)) = partitionSum q J θ := by
  unfold partitionSum
  symm
  -- rotate every spin by `g`
  refine Fintype.sum_equiv (Equiv.addRight g) _ _ fun s => ?_
  congr 1
  unfold bondSum
  refine Finset.sum_congr rfl fun x _ => Finset.sum_congr rfl fun y _ => ?_
  congr 1
  obtain ⟨k, hk⟩ := angle_add (s x) (g x)
  obtain ⟨l, hl⟩ := angle_add (s y) (g y)
  change _ = Real.cos (angle (s x + g x) - angle (s y + g y) -
    (θ x y + angle (g x) - angle (g y)))
  rw [hk, hl, ← Real.cos_add_int_mul_two_pi _ (k - l)]
  congr 1
  push_cast
  ring

end

end FrustratedClockModel
```

```lean
#print axioms FrustratedClockModel.partitionSum_le
#print axioms FrustratedClockModel.norm_correlation_le
#print axioms FrustratedClockModel.partitionSum_gauge
```

```
'FrustratedClockModel.partitionSum_le' depends on axioms: [propext, Classical.choice, Quot.sound]
'FrustratedClockModel.norm_correlation_le' depends on axioms: [propext, Classical.choice, Quot.sound]
'FrustratedClockModel.partitionSum_gauge' depends on axioms: [propext, Classical.choice, Quot.sound]
```

Q: What about continuous angles?

A: The same argument gives the inequality for the finite XY model: replace the sum over configurations by an integral over all angles, where nontrivial characters again integrate to zero. The Lean theorems treat only the discrete case.
